# An initially empty state acquires negative population when the coefficient matrix has a negative quadratic form in its feeding amplitudes

Let the density matrix r evolve under the constant generator (ħ = 1)

G(r) = −i[H, r] + Σᵢⱼ aᵢⱼ (Fᵢ r Fⱼ† − ½{Fⱼ†Fᵢ, r}),

with H bounded and self-adjoint, finitely many bounded coupling operators Fᵢ, and a Hermitian matrix a. Start in the pure state ψ and watch a state φ orthogonal to it. With the feeding amplitudes vᵢ = ⟨φ, Fᵢψ⟩, define

q = Σᵢⱼ aᵢⱼ vᵢ conj(vⱼ).

If q < 0, the population ⟨φ, exp(tG)(|ψ⟩⟨ψ|) φ⟩ is real and strictly negative for all sufficiently small t > 0.

The matrix a holds the rates and cross-rates that the bath induces between channels. Its Hermiticity, together with that of H, keeps the density matrix Hermitian.

## Telling a bad generator from a bad integrator

When a master-equation code with a constant, bounded generator reports a negative population at early times, q helps to locate the cause. If q < 0, the exact evolution is itself negative at sufficiently short times, and a smaller time step will not remove that. A single explicit Euler step of length dt from |ψ⟩⟨ψ| gives φ the population q·dt, which is a quick check on an implementation.

Nonsecular Redfield codes meet this case readily. For one Hermitian system operator split into frequency components Fᵢ, with Γᵢ the half-sided Fourier transform of the bath correlation function at the frequency of Fᵢ, the bath contributes Σᵢⱼ Γᵢ(Fᵢ r Fⱼ† − Fⱼ†Fᵢ r) plus its adjoint. Collecting terms gives

aᵢⱼ = Γᵢ + conj(Γⱼ),

and the remaining commutator terms go into H. Take two orthonormal levels e₁ and e₂ of different energy that decay to a common unit vector φ orthogonal to both, with F₁ = |φ⟩⟨e₁|, F₂ = |φ⟩⟨e₂|, Γ₁ = 1/2 and Γ₂ = 2 in some unit of rate. The upward components F₁† and F₂† of the Hermitian operator have zero feeding amplitude into φ, so they do not affect q and only the downward block of a is needed:

a₁₁ = 1, a₂₂ = 4, a₁₂ = a₂₁ = 5/2.

Both decay rates are positive, but the determinant is 4 − 25/4 < 0. The normalised state ψ = (2e₁ − e₂)/√5 has v = (2, −1)/√5, so

q = (4 − 10 + 4)/5 = −2/5,

and the lower level starts to fill at a negative rate.

To find such a state for any number of orthonormal levels eᵢ that decay to φ in this way, diagonalise the downward block of a. If it has a normalised eigenvector u with eigenvalue λ < 0, take ψ = Σᵢ conj(uᵢ) eᵢ, which gives q = λ. The conjugate is needed because q contains vᵢ conj(vⱼ), not conj(vᵢ) vⱼ. For general Fᵢ a negative eigenvalue is only a warning: some orthogonal pair ψ, φ must also produce amplitudes v with q < 0.

## The initial slope of an empty population

Write P = |ψ⟩⟨ψ| and p(t) = ⟨φ, exp(tG)(P) φ⟩. Orthogonality gives

p(0) = ⟨φ, ψ⟩⟨ψ, φ⟩ = 0.

Since d/dt exp(tG)(P) = G(P) at t = 0, the slope is p′(0) = ⟨φ, G(P)φ⟩. For any bounded operator K,

⟨φ, KPφ⟩ = ⟨φ, Kψ⟩⟨ψ, φ⟩ = 0,

⟨φ, PKφ⟩ = ⟨φ, ψ⟩⟨ψ, Kφ⟩ = 0.

With K = H this removes the commutator, and with K = Fⱼ†Fᵢ the anticommutator. The feeding term remains:

⟨φ, FᵢPFⱼ†φ⟩ = ⟨φ, Fᵢψ⟩⟨ψ, Fⱼ†φ⟩ = vᵢ conj(vⱼ).

Hence p′(0) = q.

For p(t) to be real, the evolved operator should stay self-adjoint. Taking adjoints in the Hamiltonian part gives

(−i[H, r])† = i(r†H − Hr†) = −i[H, r†].

In the dissipative part,

(aᵢⱼ Fᵢ r Fⱼ†)† = conj(aᵢⱼ) Fⱼ r† Fᵢ† = aⱼᵢ Fⱼ r† Fᵢ†,

(aᵢⱼ {Fⱼ†Fᵢ, r})† = aⱼᵢ {Fᵢ†Fⱼ, r†}.

Exchanging the summation labels restores the original form, so G(r)† = G(r†). Every Gⁿ(P) is therefore self-adjoint, and so is the sum of tⁿGⁿ(P)/n!. Finally, p(t)/t tends to q < 0 as t decreases to 0, so p(t) < 0 for all small enough t > 0.

Orthogonality is essential. Take ψ = φ of unit length, H = 0, and one channel with F = 1 and a = −1. Then v = 1 and q = −1, yet G(r) = −(r − r) = 0, and the population stays at 1.

## The Lean development

```lean
import Mathlib

open scoped InnerProductSpace ComplexConjugate ComplexOrder Topology

namespace RedfieldPositivity

noncomputable section

variable {A : Type*} [NormedAddCommGroup A] [NormedSpace ℂ A]

/-- The evolution `exp(tG)` applied to `r`, for a bounded generator `G`. -/
def evolve (G : A →L[ℂ] A) (t : ℝ) (r : A) : A := NormedSpace.exp ((t : ℂ) • G) r

/-- At time zero the evolution leaves `r` unchanged. -/
theorem evolve_zero (G : A →L[ℂ] A) (r : A) : evolve G 0 r = r := by
  have h : ((0 : ℝ) : ℂ) • G = 0 := ContinuousLinearMap.ext fun s => by
    change ((0 : ℝ) : ℂ) • G s = 0
    rw [Complex.ofReal_zero]
    exact zero_smul ℂ (G s)
  have h1 : NormedSpace.exp (((0 : ℝ) : ℂ) • G) = 1 := by
    rw [h]
    apply NormedSpace.exp_zero
  rw [evolve, h1]
  rfl

/-- On a Banach space, a bounded linear observable `L` of the evolving `r` has initial rate of
change `L (G r)`. -/
theorem hasDerivAt_evolve [CompleteSpace A] (G : A →L[ℂ] A) (r : A) (L : A →L[ℂ] ℂ) :
    HasDerivAt (fun t : ℝ => L (evolve G t r)) (L (G r)) 0 := by
  have h := hasDerivAt_exp_smul_const G ((0 : ℝ) : ℂ)
  have h2 := ((L.comp (ContinuousLinearMap.apply ℂ A r)).hasFDerivAt.comp_hasDerivAt
    ((0 : ℝ) : ℂ) h).comp_ofReal
  refine h2.congr_deriv ?_
  change L (evolve G 0 (G r)) = L (G r)
  rw [evolve_zero]

set_option maxHeartbeats 400000 in
/-- On a Banach space, `exp(X)` applied to `r` is the sum of the series `X^n r / n!`. -/
theorem hasSum_exp_apply [CompleteSpace A] (X : A →L[ℂ] A) (r : A) :
    HasSum (fun n : ℕ => ((n.factorial : ℂ)⁻¹) • (X ^ n) r) (NormedSpace.exp X r) := by
  have hev : ∀ Y : A →L[ℂ] A, ContinuousLinearMap.apply ℂ A r Y = Y r := fun _ => rfl
  have hs := NormedSpace.exp_series_hasSum_exp' (𝕂 := ℂ) X
  have h := (ContinuousLinearMap.apply ℂ A r).hasSum hs
  simpa only [hev, smul_apply] using h

set_option maxHeartbeats 400000 in
/-- On a Banach space with a continuous adjoint, if `G` commutes with taking adjoints, then
`exp(tG)` keeps self-adjoint elements self-adjoint. -/
theorem evolve_selfAdjoint [CompleteSpace A] [StarAddMonoid A] [ContinuousStar A]
    [StarModule ℂ A] {G : A →L[ℂ] A} (hG : ∀ s, star (G s) = G (star s))
    {r : A} (hr : star r = r) (t : ℝ) : star (evolve G t r) = evolve G t r := by
  have ht : star (t : ℂ) = t := Complex.conj_ofReal t
  have hX : ∀ s, star s = s → star (((t : ℂ) • G) s) = ((t : ℂ) • G) s := fun s hs => by
    change star ((t : ℂ) • G s) = (t : ℂ) • G s
    rw [star_smul, hG, hs, ht]
  unfold evolve
  generalize (t : ℂ) • G = X at hX ⊢
  -- every term of the exponential series is self-adjoint
  have hp : ∀ n : ℕ, star ((X ^ n) r) = (X ^ n) r := by
    intro n
    induction n with
    | zero =>
      rw [pow_zero]
      exact hr
    | succ n ih =>
      rw [pow_succ']
      exact hX ((X ^ n) r) ih
  have h1 := hasSum_exp_apply X r
  have h2 := h1.star
  simp only [star_smul, hp, star_inv₀, star_natCast] at h2
  exact h2.unique h1

variable {E : Type*} [NormedAddCommGroup E] [InnerProductSpace ℂ E] [CompleteSpace E]
variable {ι : Type*} [Fintype ι]

/-- Bounded operators on the Hilbert space of the system. -/
abbrev Op (E : Type*) [NormedAddCommGroup E] [InnerProductSpace ℂ E] := E →L[ℂ] E

/-- The dyad `|x⟩⟨y|`. -/
def ketbra (x y : E) : Op E := (innerSL ℂ y).smulRight x

/-- The expectation value `⟨φ, r φ⟩` of the operator `r`. -/
def population (φ : E) (r : Op E) : ℂ := ⟪φ, r φ⟫_ℂ

/-- The generator with Hamiltonian `H`, coupling operators `F i` and coefficient matrix `a`,
as a bounded map on operators; `mulLeftRight x y` is the map `r ↦ x r y`. -/
def generator (H : Op E) (a : Matrix ι ι ℂ) (F : ι → Op E) : Op E →L[ℂ] Op E :=
  let m := ContinuousLinearMap.mulLeftRight ℂ (Op E)
  (-Complex.I) • (m H 1 - m 1 H) + ∑ i, ∑ j, a i j •
    (m (F i) (star (F j)) - (1 / 2 : ℂ) • (m (star (F j) * F i) 1 + m 1 (star (F j) * F i)))

omit [CompleteSpace E] in
/-- The dyad `|x⟩⟨y|` sends `z` to `⟨y, z⟩ x`. -/
theorem ketbra_apply (x y z : E) : ketbra x y z = ⟪y, z⟫_ℂ • x := rfl

/-- The generator is `-i[H,r] + ∑ a_ij (F_i r F_j* - {F_j* F_i, r}/2)`. -/
theorem generator_apply (H : Op E) (a : Matrix ι ι ℂ) (F : ι → Op E) (r : Op E) :
    generator H a F r = (-Complex.I) • (H * r - r * H) + ∑ i, ∑ j, a i j •
      (F i * r * star (F j)
        - (1 / 2 : ℂ) • (star (F j) * F i * r + r * (star (F j) * F i))) := by
  simp only [generator, add_apply, smul_apply, sub_apply, sum_apply,
    ContinuousLinearMap.mulLeftRight_apply, mul_one, one_mul]

/-- For self-adjoint `H` and Hermitian `a` the generator commutes with taking adjoints. -/
theorem generator_star {H : Op E} {a : Matrix ι ι ℂ} (F : ι → Op E)
    (hH : IsSelfAdjoint H) (ha : a.IsHermitian) (r : Op E) :
    star (generator H a F r) = generator H a F (star r) := by
  have hI : star (-Complex.I) = Complex.I := by simp
  have h2 : star (1 / 2 : ℂ) = 1 / 2 := by simp
  rw [generator_apply, generator_apply]
  simp only [star_add, star_smul, star_sub, star_mul, star_sum, star_star, hH.star_eq, hI, h2]
  congr 1
  · module
  · -- exchange the two channel indices, then use conj(a_ji) = a_ij for Hermitian a
    rw [Finset.sum_comm]
    refine Finset.sum_congr rfl fun i _ => Finset.sum_congr rfl fun j _ => ?_
    rw [ha.apply i j]
    simp only [mul_assoc]
    module

/-- For orthogonal `φ` and `ψ`, the initial rate of change of the `φ`-population, starting from
`|ψ⟩⟨ψ|`, is `∑ a_ij v_i conj(v_j)` with `v_i = ⟨φ, F_i ψ⟩`. -/
theorem hasDerivAt_population (H : Op E) (a : Matrix ι ι ℂ) (F : ι → Op E) {φ ψ : E}
    (h0 : ⟪φ, ψ⟫_ℂ = 0) :
    HasDerivAt (fun t : ℝ => population φ (evolve (generator H a F) t (ketbra ψ ψ)))
      (∑ i, ∑ j, a i j * ⟪φ, F i ψ⟫_ℂ * conj ⟪φ, F j ψ⟫_ℂ) 0 := by
  have h0' : ⟪ψ, φ⟫_ℂ = 0 := inner_eq_zero_symm.mp h0
  have hm : ∀ (B C : Op E) (x : E), (B * C) x = B (C x) := fun _ _ _ => rfl
  have hadj : ∀ j, ⟪ψ, star (F j) φ⟫_ℂ = conj ⟪φ, F j ψ⟫_ℂ := fun j => by
    rw [ContinuousLinearMap.star_eq_adjoint, ContinuousLinearMap.adjoint_inner_right,
      inner_conj_symm]
  -- orthogonality removes the commutator and the anticommutator
  have hgen : population φ (generator H a F (ketbra ψ ψ))
      = ∑ i, ∑ j, a i j * ⟪φ, F i ψ⟫_ℂ * conj ⟪φ, F j ψ⟫_ℂ := by
    simp only [population, generator_apply, add_apply, smul_apply, sub_apply,
      sum_apply, hm, ketbra_apply, map_smul, inner_add_right,
      inner_sub_right, inner_smul_right, inner_sum, h0, h0', hadj, mul_zero,
      sub_zero, zero_add, zero_smul, map_zero, inner_zero_right]
    exact Finset.sum_congr rfl fun i _ => Finset.sum_congr rfl fun j _ => by ring
  have h := hasDerivAt_evolve (generator H a F) (ketbra ψ ψ)
    ((innerSL ℂ φ).comp (ContinuousLinearMap.apply ℂ E φ))
  exact h.congr_deriv hgen

/-- Let `H` be self-adjoint, `a` Hermitian and `φ`, `ψ` orthogonal. If `∑ a_ij v_i conj(v_j) < 0`
with `v_i = ⟨φ, F_i ψ⟩`, then `exp(tG)` applied to `|ψ⟩⟨ψ|` has a real, strictly negative
`φ`-population for all sufficiently small `t > 0`. -/
theorem negative_population {H : Op E} {a : Matrix ι ι ℂ} (F : ι → Op E) {φ ψ : E}
    (hH : IsSelfAdjoint H) (ha : a.IsHermitian) (h0 : ⟪φ, ψ⟫_ℂ = 0)
    (hneg : ∑ i, ∑ j, a i j * ⟪φ, F i ψ⟫_ℂ * conj ⟪φ, F j ψ⟫_ℂ < 0) :
    ∀ᶠ t in 𝓝[>] (0 : ℝ),
      population φ (evolve (generator H a F) t (ketbra ψ ψ)) < 0 := by
  have hP : star (ketbra ψ ψ) = ketbra ψ ψ := by
    refine ContinuousLinearMap.ext fun z => ext_inner_left ℂ fun w => ?_
    rw [ContinuousLinearMap.star_eq_adjoint, ContinuousLinearMap.adjoint_inner_right,
      ketbra_apply, ketbra_apply, inner_smul_left, inner_smul_right, inner_conj_symm, mul_comm]
  have hz : (population φ (evolve (generator H a F) 0 (ketbra ψ ψ))).re = 0 := by
    rw [evolve_zero, population, ketbra_apply, inner_smul_right, h0, mul_zero, Complex.zero_re]
  have hre : HasDerivAt
      (fun t : ℝ => (population φ (evolve (generator H a F) t (ketbra ψ ψ))).re)
      (∑ i, ∑ j, a i j * ⟪φ, F i ψ⟫_ℂ * conj ⟪φ, F j ψ⟫_ℂ).re 0 :=
    Complex.reCLM.hasFDerivAt.comp_hasDerivAt (0 : ℝ) (hasDerivAt_population H a F h0)
  -- the population starts at zero with negative slope
  filter_upwards [hre.tendsto_slope_zero_right.eventually_lt_const (Complex.lt_def.mp hneg).1,
    self_mem_nhdsWithin] with t ht htpos
  have htpos' : 0 < t := htpos
  simp only [zero_add, hz, sub_zero, smul_eq_mul, Complex.zero_re] at ht
  refine Complex.lt_def.mpr ⟨?_, ?_⟩
  · rw [Complex.zero_re]
    by_contra hc
    exact absurd ht (not_lt_of_ge (mul_nonneg (inv_pos.mpr htpos').le (not_lt.mp hc)))
  · -- self-adjointness makes the population real
    have hs := evolve_selfAdjoint (generator_star F hH ha) hP t
    rw [Complex.zero_im]
    apply Complex.conj_eq_iff_im.mp
    rw [population, inner_conj_symm, ← ContinuousLinearMap.adjoint_inner_right,
      ← ContinuousLinearMap.star_eq_adjoint, hs]

/-- Orthonormal levels `e i` decay to a common unit vector `φ` orthogonal to them, with `H`
self-adjoint and `a` Hermitian. If `∑ a_ij x_i conj(x_j) < 0`, the superposition `∑ x_i e_i` gives
`φ` a negative population at all sufficiently small `t > 0`. -/
theorem collective_decay {H : Op E} {a : Matrix ι ι ℂ} {e : ι → E} {φ : E}
    (hH : IsSelfAdjoint H) (ha : a.IsHermitian) (he : Orthonormal ℂ e) (hφ : ‖φ‖ = 1)
    (h0 : ∀ i, ⟪φ, e i⟫_ℂ = 0) (x : ι → ℂ) (hx : ∑ i, ∑ j, a i j * x i * conj (x j) < 0) :
    ∀ᶠ t in 𝓝[>] (0 : ℝ), population φ (evolve (generator H a fun i => ketbra φ (e i)) t
      (ketbra (∑ i, x i • e i) (∑ i, x i • e i))) < 0 := by
  have hv : ∀ i, ⟪φ, ketbra φ (e i) (∑ k, x k • e k)⟫_ℂ = x i := fun i => by
    rw [ketbra_apply, inner_smul_right, he.inner_right_fintype, inner_self_eq_norm_sq_to_K, hφ]
    simp
  refine negative_population _ hH ha ?_ ?_
  · simp only [inner_sum, inner_smul_right, h0, mul_zero, Finset.sum_const_zero]
  · simpa only [hv] using hx

end

end RedfieldPositivity
```

```lean
#print axioms RedfieldPositivity.negative_population
-- 'RedfieldPositivity.negative_population' depends on axioms: [propext, Classical.choice, Quot.sound]
#print axioms RedfieldPositivity.collective_decay
-- 'RedfieldPositivity.collective_decay' depends on axioms: [propext, Classical.choice, Quot.sound]
```

## Reading the definitions and theorems

`E` is a complex Hilbert space of any dimension, `Op E` its bounded operators, and `ι` the finite set of channels. The inner product is conjugate-linear in its first argument, and `star` is the adjoint †. `ketbra x y` is |x⟩⟨y|, and `evolve G t r` applies the operator exponential exp(tG) to r. `generator` assembles G from left and right multiplications; `generator_apply` confirms the formula at the top.

In `negative_population`, the hypotheses `hH`, `ha`, `h0` and `hneg` say that H is self-adjoint, a is Hermitian, φ ⟂ ψ and q < 0. The conclusion, `∀ᶠ t in 𝓝[>] (0 : ℝ)`, means that some δ > 0 exists such that the inequality holds whenever 0 < t < δ. Because `population` is complex-valued, `< 0` states both that the imaginary part vanishes and that the real part is negative. Unit length of ψ and φ is not required; for unit vectors the quantity is the usual population.

`collective_decay` specialises to Fᵢ = |φ⟩⟨eᵢ| with orthonormal eᵢ and a unit vector φ orthogonal to them. These are its only channels, so the Redfield example, which also has upward ones, falls under `negative_population`. The amplitudes then equal the coefficients xᵢ of the initial vector Σᵢ xᵢeᵢ. The vector need not be normalised; dividing the population by Σᵢ|xᵢ|² gives the value for the normalised state and leaves its sign unchanged.

The proof follows the derivation:

- `evolve_zero` supplies the starting value, and `hasDerivAt_evolve` differentiates the exponential and passes the derivative through a bounded linear observable.
- `generator_star` proves G(r)† = G(r†), with `Finset.sum_comm` exchanging the channel labels.
- `hasSum_exp_apply` writes the evolved operator as its exponential series. `evolve_selfAdjoint` shows by induction that each term is self-adjoint, then uses uniqueness of the sum.
- `hasDerivAt_population` removes the terms killed by orthogonality and identifies the slope with q.
- `negative_population` takes the real part and uses `tendsto_slope_zero_right` to make p(t)/t negative near zero. A nonnegative p(t) would contradict this. Self-adjointness then gives a zero imaginary part.
- `collective_decay` computes the amplitudes and applies the general theorem.

## Short times, bounded operators, constant coefficients

The theorem guarantees an interval of negative population but gives no length for it and no depth for the minimum. It says nothing about later times, and q ≥ 0 for one pair of states does not certify the generator as positive.

Boundedness covers every finite-dimensional simulation matrix, but not an untruncated oscillator coupled through its position operator. The coefficients are constant, so a Redfield tensor that changes with time during the initial bath relaxation is not covered. Nor is the generator derived from a microscopic bath: H, a and the Fᵢ are inputs, and the connection to the Γᵢ above is ordinary algebra done outside the file.
